# With orthonormal bands, a nonzero energy shift adds shift times overlap to a projected Hamiltonian exactly when no band is missing

Suppose that a projected Hamiltonian has been built, and that the band energies are then shifted to put the Fermi level at zero. The usual rule adds the shift times the overlap matrix to the old Hamiltonian. When bands are missing, the result is not the matrix rebuilt from the shifted energies, and a bonding analysis that takes its interaction energies from these matrices can find different bond strengths by the two routes.

```lean
import Mathlib

open Matrix
open scoped ComplexOrder

namespace ProjectedCOHPShift

noncomputable section

variable {m n : Type*} [Fintype m] [DecidableEq m] [Fintype n] [DecidableEq n]

/-- The projected Hamiltonian `S C diag(e) C* S` built from the overlap matrix `S`, the band
coefficients `C` and the real band energies `e`. -/
def projectedH (S : Matrix m m ℂ) (C : Matrix m n ℂ) (e : n → ℝ) : Matrix m m ℂ :=
  S * C * diagonal (fun i => (e i : ℂ)) * Cᴴ * S

/-- The projected Hamiltonian with the term `r (S - S C C* S)` added, where `r` is a reference
energy for the missing bands. -/
def completedH (S : Matrix m m ℂ) (C : Matrix m n ℂ) (e : n → ℝ) (r : ℝ) : Matrix m m ℂ :=
  projectedH S C e + (r : ℂ) • (S - S * C * Cᴴ * S)

omit [DecidableEq m] in
/-- Shifting all band energies by `c` adds `c S C C* S` to the projected Hamiltonian. -/
theorem projectedH_shift (S : Matrix m m ℂ) (C : Matrix m n ℂ) (e : n → ℝ) (c : ℝ) :
    projectedH S C (fun i => e i + c) = projectedH S C e + (c : ℂ) • (S * C * Cᴴ * S) := by
  -- a uniform shift adds a multiple of the identity in the space of bands
  have hd : diagonal (fun i => ((e i + c : ℝ) : ℂ))
      = diagonal (fun i => (e i : ℂ)) + (c : ℂ) • (1 : Matrix n n ℂ) := by
    ext i j
    by_cases h : i = j
    · subst h
      simp
    · simp [h]
  unfold projectedH
  rw [hd]
  simp only [Matrix.mul_add, Matrix.add_mul, Matrix.mul_smul, Matrix.smul_mul, Matrix.mul_one]

omit [DecidableEq m] in
/-- A vector that is `S`-orthogonal to all bands is annihilated by the projected Hamiltonian,
whatever the band energies. -/
theorem projectedH_missing (S : Matrix m m ℂ) (C : Matrix m n ℂ) (e : n → ℝ) (v : m → ℂ)
    (hv : (Cᴴ * S) *ᵥ v = 0) : projectedH S C e *ᵥ v = 0 := by
  have h : projectedH S C e = (S * C * diagonal (fun i => (e i : ℂ))) * (Cᴴ * S) := by
    simp only [projectedH, Matrix.mul_assoc]
  rw [h, ← Matrix.mulVec_mulVec, hv, Matrix.mulVec_zero]

/-- For a positive definite overlap and `S`-orthonormal bands, the error of the usual shift rule,
multiplied by the inverse overlap, has trace `c` times the number of missing bands. -/
theorem trace_shift_error (S : Matrix m m ℂ) (C : Matrix m n ℂ) (hS : S.PosDef)
    (hC : Cᴴ * S * C = 1) (e : n → ℝ) (c : ℝ) :
    trace (S⁻¹ * (projectedH S C e + (c : ℂ) • S - projectedH S C (fun i => e i + c)))
      = (c : ℂ) * ((Fintype.card m : ℂ) - (Fintype.card n : ℂ)) := by
  have hdet : IsUnit S.det := (Matrix.isUnit_iff_isUnit_det S).mp hS.isUnit
  have hinv : S⁻¹ * S = 1 := Matrix.nonsing_inv_mul S hdet
  have herr : projectedH S C e + (c : ℂ) • S - projectedH S C (fun i => e i + c)
      = (c : ℂ) • (S * (1 - C * (Cᴴ * S))) := by
    rw [projectedH_shift, Matrix.mul_sub, Matrix.mul_one]
    simp only [Matrix.mul_assoc]
    module
  -- the trace of the band projector counts the bands
  have htr : trace (C * (Cᴴ * S)) = (Fintype.card n : ℂ) := by
    rw [Matrix.trace_mul_comm, hC, Matrix.trace_one]
  rw [herr, Matrix.mul_smul, ← Matrix.mul_assoc, hinv, Matrix.one_mul, Matrix.trace_smul,
    Matrix.trace_sub, Matrix.trace_one, htr, smul_eq_mul]

/-- `S`-orthonormal bands, as many as there are basis functions, resolve the identity:
`C C* S = 1`. -/
theorem complete_of_card_eq (S : Matrix m m ℂ) (C : Matrix m n ℂ)
    (hC : Cᴴ * S * C = 1) (hcard : Fintype.card n = Fintype.card m) :
    C * (Cᴴ * S) = 1 := by
  -- label the bands by basis functions, so that all matrices are square
  let f : m ≃ n := (Fintype.equivOfCardEq hcard).symm
  have h1 : (Cᴴ * S).submatrix f id * C.submatrix id f = 1 := by
    have h : (Cᴴ * S).submatrix f id * C.submatrix id f
        = (Cᴴ * S * C).submatrix f f := rfl
    rw [h, hC, Matrix.submatrix_one_equiv]
  have h2 : C.submatrix id f * (Cᴴ * S).submatrix f id = 1 := mul_eq_one_comm.mp h1
  rw [Matrix.submatrix_mul_equiv] at h2
  simpa using h2

/-- For a positive definite overlap, `S`-orthonormal bands and a nonzero energy shift `c`, the rule
`H(e + c) = H(e) + c S` holds if and only if there are as many bands as basis functions. -/
theorem shift_rule_iff (S : Matrix m m ℂ) (C : Matrix m n ℂ) (hS : S.PosDef)
    (hC : Cᴴ * S * C = 1) (e : n → ℝ) (c : ℝ) (hc : c ≠ 0) :
    projectedH S C (fun i => e i + c) = projectedH S C e + (c : ℂ) • S
      ↔ Fintype.card n = Fintype.card m := by
  constructor
  · intro h
    -- without an error its trace vanishes, so no band is missing
    have ht := trace_shift_error S C hS hC e c
    rw [h, sub_self, Matrix.mul_zero, Matrix.trace_zero] at ht
    have hc' : (c : ℂ) ≠ 0 := Complex.ofReal_ne_zero.mpr hc
    have h0 := (mul_eq_zero.mp ht.symm).resolve_left hc'
    exact_mod_cast (sub_eq_zero.mp h0).symm
  · intro hcard
    have h1 : S * C * Cᴴ * S = S := by
      calc S * C * Cᴴ * S = S * (C * (Cᴴ * S)) := by simp only [Matrix.mul_assoc]
        _ = S := by rw [complete_of_card_eq S C hC hcard, Matrix.mul_one]
    rw [projectedH_shift, h1]

omit [DecidableEq m] in
/-- In the completed Hamiltonian, a vector `S`-orthogonal to all bands solves the generalised
eigenvalue equation `H v = r S v` with the reference energy `r`. -/
theorem completedH_missing (S : Matrix m m ℂ) (C : Matrix m n ℂ) (e : n → ℝ) (r : ℝ)
    (v : m → ℂ) (hv : (Cᴴ * S) *ᵥ v = 0) :
    completedH S C e r *ᵥ v = (r : ℂ) • (S *ᵥ v) := by
  have h : (S * C * Cᴴ * S) *ᵥ v = 0 := by
    rw [Matrix.mul_assoc (S * C), ← Matrix.mulVec_mulVec, hv, Matrix.mulVec_zero]
  rw [completedH, Matrix.add_mulVec, projectedH_missing S C e v hv, Matrix.smul_mulVec,
    Matrix.sub_mulVec, h, sub_zero, zero_add]

omit [DecidableEq m] in
/-- Shifting the reference energy together with the band energies adds exactly `c S` to the
completed Hamiltonian, for any number of bands. -/
theorem completedH_shift (S : Matrix m m ℂ) (C : Matrix m n ℂ) (e : n → ℝ) (r c : ℝ) :
    completedH S C (fun i => e i + c) (r + c) = completedH S C e r + (c : ℂ) • S := by
  unfold completedH
  rw [projectedH_shift, Complex.ofReal_add]
  module

/-- Two overlapping basis functions with overlap matrix `(2, 1; 1, 2)` and the single band
`((1 + i)/2, 0)` have a positive definite overlap and an `S`-normalised band. -/
theorem shift_rule_witness :
    (!![2, 1; 1, 2] : Matrix (Fin 2) (Fin 2) ℂ).PosDef ∧
      (!![(1 + Complex.I) / 2; 0] : Matrix (Fin 2) (Fin 1) ℂ)ᴴ
        * (!![2, 1; 1, 2] : Matrix (Fin 2) (Fin 2) ℂ)
        * (!![(1 + Complex.I) / 2; 0] : Matrix (Fin 2) (Fin 1) ℂ) = 1 := by
  constructor
  · -- the overlap is the identity plus a Gram matrix
    have h : (!![2, 1; 1, 2] : Matrix (Fin 2) (Fin 2) ℂ)
        = 1 + (!![1, 1] : Matrix (Fin 1) (Fin 2) ℂ)ᴴ
          * (!![1, 1] : Matrix (Fin 1) (Fin 2) ℂ) := by
      ext i j
      fin_cases i <;> fin_cases j <;> norm_num [Matrix.mul_apply]
    rw [h]
    exact Matrix.PosDef.one.add_posSemidef (Matrix.posSemidef_conjTranspose_mul_self _)
  · ext i j
    fin_cases i
    fin_cases j
    have h2 : (starRingEnd ℂ) 2 = 2 := Complex.conj_eq_iff_real.mpr ⟨2, by norm_num⟩
    simp [Matrix.mul_apply, Fin.sum_univ_succ]
    rw [h2]
    linear_combination (-1 / 2 : ℂ) * Complex.I_sq

end

end ProjectedCOHPShift
```

```lean
#print axioms ProjectedCOHPShift.shift_rule_iff
-- 'ProjectedCOHPShift.shift_rule_iff' depends on axioms: [propext, Classical.choice, Quot.sound]
#print axioms ProjectedCOHPShift.completedH_missing
-- 'ProjectedCOHPShift.completedH_missing' depends on axioms: [propext, Classical.choice, Quot.sound]
#print axioms ProjectedCOHPShift.completedH_shift
-- 'ProjectedCOHPShift.completedH_shift' depends on axioms: [propext, Classical.choice, Quot.sound]
```

## Bands, overlap and the rebuilt Hamiltonian

A projected crystal orbital Hamilton population (COHP) weights the contributions of the bands by Hamiltonian elements between local basis functions. After a plane-wave calculation, these elements are rebuilt from the band energies and the bands' coefficients in the local basis.

Let there be $M$ basis functions and $N$ bands. In Lean they are labelled by the finite types `m` and `n`, so $M$ is `Fintype.card m` and $N$ is `Fintype.card n`. The matrix $S$ holds the overlaps, column $i$ of $C$ holds the coefficients of band $i$, and $e_i$ is its real energy. With $C^\dagger$ for `Cᴴ`, `projectedH` is

$$H(e) = S C\,\mathrm{diag}(e)\,C^\dagger S .$$

The hypothesis `hS` says that $S$ is positive definite, which holds for linearly independent basis functions. The hypothesis `hC`, $C^\dagger S C = 1$, says that the bands are orthonormal in the metric $S$. The main theorem, `shift_rule_iff`, states that for real $c \neq 0$ and any energies $e$,

$$H(e+c) = H(e) + cS \iff N = M .$$

This concerns the whole matrix: with bands missing, the two sides differ in some element, but a particular one may still agree.

The matrices describe a single k-point in a finite basis. Raw projections of plane-wave bands are generally not orthonormal, because part of each band lies outside the local basis. That the orthonormalised columns still represent the original bands, with their original energies, is a step the hypotheses leave open.

## What a shift really adds

A uniform shift changes the diagonal matrix by $c$ times the identity in the space of bands. Multiplying out gives

$$H(e+c) = H(e) + c\,Q, \qquad Q = S C C^\dagger S .$$

This is `projectedH_shift`. Its proof checks the diagonal identity entry by entry and then distributes the products.

The reason $Q$ can differ from $S$ is visible in a vector $v$ with $C^\dagger S v = 0$, orthogonal to every band. The rightmost factors of $H(e)$ already send it to zero, so $H(e)v = 0$ for all $e$ (`projectedH_missing`). The missing states stay at energy zero while the bands move. The matrix $H(e)+cS$ puts them at energy $c$ instead. With orthonormal bands, both matrices give the bands the energies $e_i+c$, so they disagree only about the missing states.

## Counting the missing bands with a trace

The error of the usual rule is

$$H(e) + cS - H(e+c) = c\,(S - Q) = c\,S\,(1 - C C^\dagger S).$$

Multiply by $S^{-1}$ and take the trace. Cyclicity gives $\mathrm{tr}(C C^\dagger S) = \mathrm{tr}(C^\dagger S C) = N$, hence

$$\mathrm{tr}\big(S^{-1}[H(e)+cS-H(e+c)]\big) = c\,(M-N).$$

In `trace_shift_error`, `herr` is the factorised error and `htr` is the trace of the band projector, obtained with `Matrix.trace_mul_comm`. If the rule holds, the left side vanishes, and $c \neq 0$ forces $N = M$.

Positive definiteness enters only through the invertibility of $S$. For a singular overlap the equivalence can fail: with $S = \mathrm{diag}(1,0)$ and the single band $(1,0)$, the rule holds although $N < M$.

Conversely, let $N = M$. Then $C^\dagger S$ is a left inverse of $C$, and for square matrices a left inverse is also a right inverse, so $C C^\dagger S = 1$. Therefore $Q = S$, and the rule follows. Since Lean keeps bands and basis functions as different types, `complete_of_card_eq` first relabels the bands through a bijection `f`, applies `mul_eq_one_comm`, and then removes the labels.

## An energy for the missing space

The matrix `completedH` adds a term with a reference energy $r$, a chosen level for the states that the bands leave out:

$$\tilde H(e,r) = H(e) + r\,(S - Q).$$

If $C^\dagger S v = 0$, then $H(e)v = 0$ and $Qv = 0$, so $\tilde H(e,r)v = r\,Sv$. This is `completedH_missing`: a nonzero such $v$ is a generalised eigenvector at energy $r$. Shifting both energies gives

$$\tilde H(e+c,r+c) = H(e) + cQ + (r+c)(S-Q) = \tilde H(e,r) + cS,$$

which is `completedH_shift`; in Lean, `module` collects the terms. It holds for any number of bands and uses neither `hS` nor `hC`. The original $H(e)$ is the case $r = 0$, and when bands are missing its shift rule fails for $c \neq 0$, because $r$ stays put while $e$ moves.

## One bonding band on two basis functions

Take two normalised functions with overlap $1/2$ and keep only the bonding band, with coefficients $(1,1)/\sqrt{3}$. Then every element of $Q$ is $3/4$. Moving the Fermi level to zero by a shift $c$ before building the matrix changes the off-diagonal element, which weights the bond's COHP, by $3c/4$. The usual rule predicts $c/2$.

The theorem `shift_rule_witness` confirms that the hypotheses can be met with a band missing. Its functions have squared norm 2 and overlap 1; after normalisation the overlap is again $1/2$, and the band has coefficients $((1+i)/\sqrt{2},\,0)$. Positive definiteness follows by writing the overlap matrix as the identity plus a Gram matrix, and the band's norm by direct calculation. For this band the off-diagonal element does obey the usual rule, and the error sits entirely in the diagonal element of the second function.

In the limit of no bands at all, $H(e) = 0$ for every shift, and the error is the whole of $cS$.
